# The star product of two unitary scatterers is unitary when $1-p_1r_2$ is invertible

A scatterer sits between a left and a right lead, at a fixed energy. A wave coming from the left is reflected with amplitude $r$ and transmitted with amplitude $t$; a wave coming from the right is reflected with $p$ and transmitted with $s$. The scattering matrix takes incoming to outgoing amplitudes:

$$S=\begin{pmatrix} r & s\\ t & p\end{pmatrix}.$$

Amplitudes are normalised to flux, so that the squared modulus of an amplitude is the current it carries, and only propagating channels are counted. Conservation of flux then means $S^\dagger S=1$. With several channels per lead, $r,s,t,p$ are matrices and their order in products matters. Subscript 1 refers to the left scatterer, called `A` in the code, and subscript 2 to the right one, `B`.

## Scatterers and their composition

```lean
import Mathlib

open Matrix

namespace ScatteringStarProduct

noncomputable section

variable {l m k q : Type*} [Fintype l] [Fintype m] [Fintype k]
  [DecidableEq l] [DecidableEq m] [DecidableEq k]
```

The letters `l`, `m` and `k` stand for the finite sets of channels in the left, middle and right leads. The letter `q` labels experiments, meaning different choices of incoming waves.

```lean
/-- A scatterer between a left lead with channels `l` and a right lead with channels `m`:
reflection `r` and transmission `t` for waves from the left, reflection `p` and
transmission `s` for waves from the right. -/
structure Scatterer (l m : Type*) where
  r : Matrix l l ℂ
  s : Matrix l m ℂ
  t : Matrix m l ℂ
  p : Matrix m m ℂ
```

A `Scatterer l m` is a package of four complex matrices. `Matrix l m ℂ` has rows labelled by `l` and columns by `m`, so `s` takes amplitudes in the right lead to amplitudes in the left one. Nothing here demands unitarity, which enters later as a hypothesis. It is not derived from a Schrödinger equation.

```lean
namespace Scatterer

/-- The scattering matrix, taking incoming to outgoing amplitudes. -/
def toMatrix (S : Scatterer l m) : Matrix (l ⊕ m) (l ⊕ m) ℂ :=
  fromBlocks S.r S.s S.t S.p
```

The four blocks are assembled into $S$. The index set `l ⊕ m` is the disjoint union of the two sets of channels.

```lean
/-- Outgoing amplitudes in the left lead; each column of `a` and `e` is one experiment,
with `a` coming in from the left and `e` from the right. -/
def outLeft (S : Scatterer l m) (a : Matrix l q ℂ) (e : Matrix m q ℂ) : Matrix l q ℂ :=
  S.r * a + S.s * e
```

If $a$ comes in from the left and $e$ from the right, the wave leaving to the left is $ra+se$. Each column of `a` and `e` is one experiment, so a single matrix equation treats many of them at once.

```lean
/-- Outgoing amplitudes in the right lead. -/
def outRight (S : Scatterer l m) (a : Matrix l q ℂ) (e : Matrix m q ℂ) : Matrix m q ℂ :=
  S.t * a + S.p * e
```

Likewise, the wave leaving to the right is $ta+pe$.

```lean
/-- The star product: scatterer `A` followed on its right by scatterer `B`, with the inverses
accounting for repeated reflection between them if `1 - A.p * B.r` is invertible. -/
def starProduct (A : Scatterer l m) (B : Scatterer m k) : Scatterer l k where
  r := A.r + A.s * B.r * (1 - A.p * B.r)⁻¹ * A.t
  s := A.s * (1 - B.r * A.p)⁻¹ * B.s
  t := B.t * (1 - A.p * B.r)⁻¹ * A.t
  p := B.p + B.t * (1 - A.p * B.r)⁻¹ * A.p * B.s

end Scatterer

open Scatterer
```

With $X=(1-p_1r_2)^{-1}$, the four blocks of the star product are

$$\begin{aligned} r&=r_1+s_1r_2Xt_1, & s&=s_1(1-r_2p_1)^{-1}s_2,\\ t&=t_2Xt_1, & p&=p_2+t_2Xp_1s_2.\end{aligned}$$

The product $p_1r_2$ describes one round trip between the scatterers: reflection from the second, then from the first. When the series $1+p_1r_2+(p_1r_2)^2+\dots$ converges, its sum is $X$. The formulas contain no separate propagation phase; a phase acquired between the scatterers can be included in either scattering matrix.

## Unitarity as a flux balance

```lean
omit [DecidableEq l] [DecidableEq m] in
/-- The Gram matrix of amplitudes in two leads is the sum of those of the single leads. -/
theorem gram_fromRows (x : Matrix l q ℂ) (y : Matrix m q ℂ) :
    (fromRows x y)ᴴ * fromRows x y = xᴴ * x + yᴴ * y := by
  ext i j
  simp [Matrix.mul_apply, Fintype.sum_sum_type]
```

In a theorem, the data and hypotheses stand in brackets after the name, the claim follows the colon after these brackets, and the proof comes after `:=`. The symbol `ᴴ` is the conjugate transpose, and `fromRows x y` stacks $x$ on top of $y$. The claim is

$$\begin{pmatrix}x\\y\end{pmatrix}^{\!\dagger}\begin{pmatrix}x\\y\end{pmatrix}=x^\dagger x+y^\dagger y .$$

A diagonal entry of such a Gram matrix is the total flux in one experiment; an off-diagonal entry is the overlap of two experiments. The proof compares entries, splitting the sum over all channels into one sum per lead.

```lean
omit [DecidableEq l] [DecidableEq m] in
/-- The scattering matrix applied to the incoming amplitudes gives the outgoing ones. -/
theorem toMatrix_mul_fromRows (S : Scatterer l m) (a : Matrix l q ℂ) (e : Matrix m q ℂ) :
    S.toMatrix * fromRows a e = fromRows (S.outLeft a e) (S.outRight a e) := by
  ext i j
  rcases i with i | i <;>
    simp [toMatrix, outLeft, outRight, Matrix.mul_apply, Fintype.sum_sum_type]
```

Multiplying $S$ by the stacked incoming amplitudes gives the stacked outgoing ones. The proof checks the rows of the left lead and those of the right lead separately.

```lean
/-- A unitary scatterer conserves flux: outgoing and incoming amplitudes have the same
Gram matrix. -/
theorem flux_conserved (S : Scatterer l m) (hS : S.toMatrix ∈ unitaryGroup (l ⊕ m) ℂ)
    (a : Matrix l q ℂ) (e : Matrix m q ℂ) :
    (S.outLeft a e)ᴴ * S.outLeft a e + (S.outRight a e)ᴴ * S.outRight a e
      = aᴴ * a + eᴴ * e := by
  have h : S.toMatrixᴴ * S.toMatrix = 1 := mem_unitaryGroup_iff'.mp hS
  rw [← gram_fromRows a e, ← gram_fromRows (S.outLeft a e) (S.outRight a e),
    ← toMatrix_mul_fromRows, conjTranspose_mul, Matrix.mul_assoc,
    ← Matrix.mul_assoc S.toMatrixᴴ, h, Matrix.one_mul]
```

The hypothesis `hS` says that $S$ is unitary. Write $x$ for $a$ stacked on $e$. The outgoing amplitudes are $Sx$, and

$$(Sx)^\dagger(Sx)=x^\dagger S^\dagger S\,x=x^\dagger x .$$

The `rw` step, which rewrites with known equations, follows this line: it passes to stacked amplitudes, regroups the product and replaces $S^\dagger S$ by 1.

```lean
/-- A scatterer is unitary if its outgoing and incoming amplitudes have the same Gram matrix for
every choice of incoming amplitudes, with one experiment per channel. -/
theorem unitary_of_flux (S : Scatterer l m)
    (H : ∀ (a : Matrix l (l ⊕ m) ℂ) (e : Matrix m (l ⊕ m) ℂ),
      (S.outLeft a e)ᴴ * S.outLeft a e + (S.outRight a e)ᴴ * S.outRight a e
        = aᴴ * a + eᴴ * e) :
    S.toMatrix ∈ unitaryGroup (l ⊕ m) ℂ := by
  -- one experiment for each incoming channel
  have h := H (fromCols 1 0) (fromCols 0 1)
  have hone : fromRows (fromCols (1 : Matrix l l ℂ) (0 : Matrix l m ℂ))
      (fromCols (0 : Matrix m l ℂ) (1 : Matrix m m ℂ)) = 1 := by
    ext i j
    rcases i with i | i <;> rcases j with j | j <;> simp [Matrix.one_apply]
  rw [← gram_fromRows, ← gram_fromRows, ← toMatrix_mul_fromRows, hone,
    conjTranspose_one, Matrix.mul_one, Matrix.mul_one] at h
  exact mem_unitaryGroup_iff'.mpr h
```

This is the converse. The hypothesis `H` says that the balance of Gram matrices, overlaps included, holds for all incoming amplitudes, with as many experiments as there are channels. Send a unit wave into each channel in turn. The stacked incoming amplitudes then form the identity matrix, the outgoing ones form $S$, and the balance reads $S^\dagger S=1$. For a finite square matrix this is unitarity. In the proof, `hone` identifies the stacked input with the identity.

## Waves between the scatterers

```lean
omit [DecidableEq l] [DecidableEq k] in
/-- If `1 - A.p * B.r` is invertible, then for any waves `a`, `d` coming in from outside there are
waves `c`, `e` between the scatterers that obey both scattering relations, and the outgoing waves
are then those of the star product. -/
theorem starProduct_matching (A : Scatterer l m) (B : Scatterer m k)
    (hD : (1 - A.p * B.r).det ≠ 0) (a : Matrix l q ℂ) (d : Matrix k q ℂ) :
    ∃ c e : Matrix m q ℂ, A.outRight a e = c ∧ B.outLeft c d = e ∧
      (A.starProduct B).outLeft a d = A.outLeft a e ∧
      (A.starProduct B).outRight a d = B.outRight c d := by
  have hX : (1 - A.p * B.r) * (1 - A.p * B.r)⁻¹ = 1 :=
    Matrix.mul_nonsing_inv _ (isUnit_iff_ne_zero.mpr hD)
  -- the two orders of multiple reflection are related
  have hY : (1 - B.r * A.p)⁻¹ = 1 + B.r * (1 - A.p * B.r)⁻¹ * A.p := by
    apply Matrix.inv_eq_right_inv
    generalize (1 - A.p * B.r)⁻¹ = X at hX
    have h : (1 - B.r * A.p) * (1 + B.r * X * A.p)
        = 1 - B.r * A.p + B.r * ((1 - A.p * B.r) * X) * A.p := by noncomm_ring
    rw [h, hX]
    noncomm_ring
  obtain ⟨c, hc⟩ : ∃ c, c = (1 - A.p * B.r)⁻¹ * (A.t * a + A.p * (B.s * d)) := ⟨_, rfl⟩
  have hw : (1 - A.p * B.r) * c = A.t * a + A.p * (B.s * d) := by
    rw [hc, ← Matrix.mul_assoc, hX, Matrix.one_mul]
  rw [Matrix.sub_mul, Matrix.one_mul, Matrix.mul_assoc, sub_eq_iff_eq_add] at hw
  refine ⟨c, B.r * c + B.s * d, ?_, rfl, ?_, ?_⟩
  · refine Eq.trans ?_ hw.symm
    simp only [outRight, Matrix.mul_add]
    abel
  · simp only [starProduct, outLeft, hY, hc, Matrix.add_mul, Matrix.mul_add,
      Matrix.mul_assoc, Matrix.one_mul]
    abel
  · simp only [starProduct, outRight, hc, Matrix.add_mul, Matrix.mul_add, Matrix.mul_assoc]
    abel
```

Let $a$ come in from the far left and $d$ from the far right. Between the scatterers, $c$ travels to the right and $e$ to the left. They must satisfy

$$c=t_1a+p_1e,\qquad e=r_2c+s_2d .$$

Inserting the second equation into the first gives $(1-p_1r_2)c=t_1a+p_1s_2d$, hence

$$c=X(t_1a+p_1s_2d).$$

The wave leaving to the right is

$$t_2c+p_2d=t_2Xt_1\,a+(p_2+t_2Xp_1s_2)\,d,$$

which has the star product's $t$ and $p$ as coefficients. The wave leaving to the left is

$$r_1a+s_1e=(r_1+s_1r_2Xt_1)\,a+s_1(1+r_2Xp_1)s_2\,d .$$

The last coefficient agrees with the star product's $s$ because $1+r_2Xp_1$ is the inverse of $1-r_2p_1$:

$$(1-r_2p_1)(1+r_2Xp_1)=1-r_2p_1+r_2(1-p_1r_2)Xp_1=1 .$$

The hypothesis `hD`, a nonzero determinant, makes $X$ a true inverse. Physically, it excludes a nonzero wave with $c=p_1r_2c$, which would reproduce itself after each round trip with nothing coming in.

In the proof, `hX` states that $X$ is an inverse, `hY` is the identity just derived, and `hw` is the equation for $c$. The `refine` line supplies $c$ and $e=r_2c+s_2d$, and the remaining goals are settled by expanding products and collecting terms. Unitarity is not used here.

```lean
/-- The star product of two unitary scatterers, with any numbers of channels, is unitary
whenever `1 - p₁ r₂` is invertible. -/
theorem starProduct_unitary (A : Scatterer l m) (B : Scatterer m k)
    (hA : A.toMatrix ∈ unitaryGroup (l ⊕ m) ℂ) (hB : B.toMatrix ∈ unitaryGroup (m ⊕ k) ℂ)
    (hD : (1 - A.p * B.r).det ≠ 0) :
    (A.starProduct B).toMatrix ∈ unitaryGroup (l ⊕ k) ℂ := by
  apply unitary_of_flux
  intro a d
  obtain ⟨c, e, h1, h2, h3, h4⟩ := starProduct_matching A B hD a d
  have f1 := flux_conserved A hA a e
  have f2 := flux_conserved B hB c d
  rw [h1] at f1
  rw [h2] at f2
  rw [h3, h4]
  -- the flux between the scatterers cancels
  linear_combination (norm := abel) f1 + f2
```

This is the main theorem, for any finite numbers of channels. Let $b$ and $f$ be the waves leaving to the far left and far right. The flux balances of the two scatterers are

$$b^\dagger b+c^\dagger c=a^\dagger a+e^\dagger e,\qquad e^\dagger e+f^\dagger f=c^\dagger c+d^\dagger d .$$

Adding them cancels the internal waves:

$$b^\dagger b+f^\dagger f=a^\dagger a+d^\dagger d .$$

Since $b$ and $f$ are also the outgoing waves of the star product, and $a$ and $d$ were arbitrary, the converse above makes the star product unitary. In Lean, `apply unitary_of_flux` reduces the goal to this balance, `f1` and `f2` are the two balances, and the last line adds them.

For coherent, non-interacting scattering with finitely many propagating channels, and with negligible evanescent waves between the sections, a long structure can therefore be assembled from unitary sections without losing flux, as long as each denominator is invertible. In a numerical calculation of this kind, a loss of unitarity points to rounding, faulty input or an error in the program.

## One channel per lead

```lean
/-- A scatterer with one channel in each lead. -/
def singleChannel (r s t p : ℂ) : Scatterer Unit Unit :=
  ⟨of fun _ _ => r, of fun _ _ => s, of fun _ _ => t, of fun _ _ => p⟩
```

`Unit` is a type with exactly one element, so each block becomes a $1\times1$ matrix holding one complex number.

```lean
/-- A single-channel scatterer is unitary exactly when its 2×2 matrix is. -/
theorem singleChannel_unitary_iff (r s t p : ℂ) :
    (singleChannel r s t p).toMatrix ∈ unitaryGroup (Unit ⊕ Unit) ℂ ↔
      !![r, s; t, p] ∈ unitaryGroup (Fin 2) ℂ := by
  rw [mem_unitaryGroup_iff', mem_unitaryGroup_iff', ← Matrix.ext_iff, ← Matrix.ext_iff]
  simp [singleChannel, toMatrix, Matrix.mul_apply, Fintype.sum_sum_type,
    Fin.forall_fin_two, Fin.sum_univ_two, Matrix.one_apply, Matrix.star_apply]
```

The block matrix of such a scatterer and the ordinary matrix `!![r, s; t, p]` have the same entries under different labels. The theorem says that one is unitary exactly when the other is. The proof writes out the entries of $S^\dagger S=1$ on both sides.

```lean
/-- Two unitary single-channel scatterers with `D = 1 - p₁ r₂` nonzero combine to a
unitary scattering matrix. -/
theorem single_channel_star_unitary {r₁ s₁ t₁ p₁ r₂ s₂ t₂ p₂ : ℂ}
    (h₁ : !![r₁, s₁; t₁, p₁] ∈ unitaryGroup (Fin 2) ℂ)
    (h₂ : !![r₂, s₂; t₂, p₂] ∈ unitaryGroup (Fin 2) ℂ) (hD : 1 - p₁ * r₂ ≠ 0) :
    !![r₁ + s₁ * r₂ * t₁ / (1 - p₁ * r₂), s₁ * s₂ / (1 - p₁ * r₂);
       t₁ * t₂ / (1 - p₁ * r₂), p₂ + t₂ * p₁ * s₂ / (1 - p₁ * r₂)]
      ∈ unitaryGroup (Fin 2) ℂ := by
  have inv1 : ∀ x y : ℂ, 1 - x * y ≠ 0 →
      (1 - (of fun _ _ => x : Matrix Unit Unit ℂ) * (of fun _ _ => y))⁻¹
        = of fun _ _ => (1 - x * y)⁻¹ := by
    intro x y h
    apply Matrix.inv_eq_right_inv
    ext i j
    simp [Matrix.mul_apply, h]
  have hD' : 1 - r₂ * p₁ ≠ 0 := by rwa [mul_comm]
  have key := starProduct_unitary _ _ ((singleChannel_unitary_iff _ _ _ _).mpr h₁)
    ((singleChannel_unitary_iff _ _ _ _).mpr h₂)
    (by simpa [singleChannel, Matrix.det_unique, Matrix.mul_apply] using hD)
  rw [← singleChannel_unitary_iff]
  convert key using 2
  simp only [starProduct, singleChannel, inv1 _ _ hD, inv1 _ _ hD', Scatterer.mk.injEq]
  refine ⟨?_, ?_, ?_, ?_⟩ <;> ext i j <;>
    simp only [of_apply, Matrix.add_apply, Matrix.mul_apply, Finset.univ_unique,
      Finset.sum_singleton, mul_comm r₂ p₁] <;> ring
```

Here the blocks are numbers and commute, so both inverses equal $1/D$ with $D=1-p_1r_2$. The star product becomes

$$\begin{pmatrix} r_1+\dfrac{s_1r_2t_1}{D} & \dfrac{s_1s_2}{D}\\[2ex] \dfrac{t_1t_2}{D} & p_2+\dfrac{t_2p_1s_2}{D}\end{pmatrix},$$

and it is unitary if both scatterers are and $D\neq0$. In the proof, `inv1` computes the inverse of a $1\times1$ matrix, `key` applies the main theorem, and the closing lines match the four entries, with `ring` doing the scalar algebra.

```lean
/-- If the first of two unitary single-channel scatterers transmits at all, then
`1 - p₁ r₂` is nonzero. -/
theorem denominator_ne_zero {r₁ s₁ t₁ p₁ r₂ s₂ t₂ p₂ : ℂ}
    (h₁ : !![r₁, s₁; t₁, p₁] ∈ unitaryGroup (Fin 2) ℂ)
    (h₂ : !![r₂, s₂; t₂, p₂] ∈ unitaryGroup (Fin 2) ℂ) (ht : t₁ ≠ 0) :
    1 - p₁ * r₂ ≠ 0 := by
  intro hD
  have e1 : t₁ * star t₁ + p₁ * star p₁ = 1 := by
    simpa [Matrix.mul_apply, Fin.sum_univ_two, Matrix.star_apply] using
      congrFun (congrFun (mem_unitaryGroup_iff.mp h₁) 1) 1
  have e2 : r₂ * star r₂ + s₂ * star s₂ = 1 := by
    simpa [Matrix.mul_apply, Fin.sum_univ_two, Matrix.star_apply] using
      congrFun (congrFun (mem_unitaryGroup_iff.mp h₂) 0) 0
  simp only [Complex.star_def, Complex.mul_conj] at e1 e2
  have n1 : Complex.normSq t₁ + Complex.normSq p₁ = 1 := by exact_mod_cast e1
  have n2 : Complex.normSq r₂ + Complex.normSq s₂ = 1 := by exact_mod_cast e2
  have n3 : Complex.normSq p₁ * Complex.normSq r₂ = 1 := by
    rw [← Complex.normSq_mul, ← sub_eq_zero.mp hD, map_one]
  -- a product of reflection probabilities, one of them below 1, cannot be 1
  have ht' := Complex.normSq_pos.mpr ht
  nlinarith [mul_nonneg (Complex.normSq_nonneg p₁) (Complex.normSq_nonneg s₂)]

end

end ScatteringStarProduct
```

In one common situation the condition on $D$ holds automatically. The second row of the first matrix and the first row of the second have unit length:

$$|t_1|^2+|p_1|^2=1,\qquad |r_2|^2+|s_2|^2=1 .$$

If $t_1\neq0$, then $|p_1|^2<1$, while $|r_2|^2\le1$. Were $D$ zero, we would have $p_1r_2=1$ and so $|p_1|^2|r_2|^2=1$, which is impossible for these two factors. The previous theorem thus applies whenever the first scatterer lets through any part of a wave from the left.

The facts `n1`, `n2` and `n3` are these three equations, with `Complex.normSq` for the squared modulus. Lean counts rows from 0, so the second row carries the index 1. The final tactic, `nlinarith`, finds the contradiction: together the equations give $|t_1|^2+|p_1|^2|s_2|^2=0$, although the first term is positive and the second is not negative.

```lean
#print axioms ScatteringStarProduct.starProduct_unitary
#print axioms ScatteringStarProduct.single_channel_star_unitary
#print axioms ScatteringStarProduct.denominator_ne_zero
```

```
'ScatteringStarProduct.starProduct_unitary' depends on axioms: [propext, Classical.choice, Quot.sound]
'ScatteringStarProduct.single_channel_star_unitary' depends on axioms: [propext, Classical.choice, Quot.sound]
'ScatteringStarProduct.denominator_ne_zero' depends on axioms: [propext, Classical.choice, Quot.sound]
```
